# For d > 2, traces with γ and P separate the two on-shell form factors exactly when q² and P² are nonzero

**Q:** In a loop correction to the electron–photon vertex, I contract the vertex with a projector and take a trace, which turns each form factor into a scalar expression. When does that step work?

**A:** Write $P=p+p'$, $q=p'-p$, with $p^2=p'^2=m^2$. For a vertex $F_0\gamma^\mu+F_1P^\mu$, we look for projectors among the combinations of $\gamma$ and $P$. They exist exactly when the $2\times2$ Gram matrix of trace pairings is invertible.

In Lean 4 with Mathlib:

```lean
import Mathlib

open Matrix

namespace FormFactorProjectors

noncomputable section

variable {d : ℕ} {n : Type*} [Fintype n] [DecidableEq n]
```

**Q:** Which gamma matrices does the code allow?

**A:** Any $d$ matrices of size $N$ with $\{\gamma^\mu,\gamma^\nu\}=2\eta_\mu\delta_{\mu\nu}$ and $\eta_\mu=\pm1$. `IsClifford` assumes neither hermiticity nor a particular signature.

```lean
/-- Clifford matrices for a diagonal metric `η` with entries `±1`. -/
structure IsClifford (η : Fin d → ℂ) (g : Fin d → Matrix n n ℂ) : Prop where
  sign : ∀ μ, η μ * η μ = 1
  anti : ∀ μ ν, g μ * g ν + g ν * g μ = if μ = ν then (2 * η μ) • (1 : Matrix n n ℂ) else 0
```

**Q:** And the momenta?

**A:** They are complex vectors `Fin d → ℂ` with upper components; `η` lowers indices in `mdot` and `slash`.

```lean
/-- The product `p·k` in the metric `η`. -/
def mdot (η p k : Fin d → ℂ) : ℂ := ∑ μ, η μ * p μ * k μ

/-- The slashed vector `γ^μ p_μ`. -/
def slash (η : Fin d → ℂ) (g : Fin d → Matrix n n ℂ) (p : Fin d → ℂ) : Matrix n n ℂ :=
  ∑ μ, (η μ * p μ) • g μ

/-- The spin-sum matrix `slash p + m`. -/
def spinSum (η : Fin d → ℂ) (g : Fin d → Matrix n n ℂ) (p : Fin d → ℂ) (m : ℂ) :
    Matrix n n ℂ := slash η g p + m • (1 : Matrix n n ℂ)
```

**Q:** Where does the vertex sit in the trace?

**A:** In the second slot, $Y$. With $A=\slashed p+m$ and $B=\slashed p'+m$, the pairing is $\mathrm{tr}[A X_\mu B Y^\mu]$, so $Y$ stands between outgoing $p'$ and incoming $p$.

```lean
/-- The trace `tr[(slash p + m) X_μ (slash p' + m) Y^μ]`, summed over `μ`. -/
def pairing (η : Fin d → ℂ) (g : Fin d → Matrix n n ℂ) (p p' : Fin d → ℂ) (m : ℂ)
    (X Y : Fin d → Matrix n n ℂ) : ℂ :=
  ∑ μ, η μ * trace (spinSum η g p m * X μ * spinSum η g p' m * Y μ)
```

**Q:** I use Dirac and Pauli form factors.

**A:** For $m\ne0$, write the vertex between on-shell spinors as $F_1^{\rm Dirac}\gamma^\mu+F_2^{\rm Pauli}\,i\sigma^{\mu\nu}q_\nu/(2m)$ with $\sigma^{\mu\nu}=\tfrac i2[\gamma^\mu,\gamma^\nu]$; the Gordon identity then gives $F_0=F_1^{\rm Dirac}+F_2^{\rm Pauli}$ and $F_1=-F_2^{\rm Pauli}/(2m)$. Terms in $q^\mu$ or $\gamma_5$ are not included in `vertex`.

```lean
/-- The vertex `F₀ γ^μ + F₁ P^μ`. -/
def vertex (g : Fin d → Matrix n n ℂ) (P : Fin d → ℂ) (F : Fin 2 → ℂ) :
    Fin d → Matrix n n ℂ := fun μ => F 0 • g μ + F 1 • (P μ • (1 : Matrix n n ℂ))

/-- The matrix of trace pairings of the two structures `γ^μ` and `P^μ = (p + p')^μ`. -/
def gram (η : Fin d → ℂ) (g : Fin d → Matrix n n ℂ) (p p' : Fin d → ℂ) (m : ℂ) :
    Matrix (Fin 2) (Fin 2) ℂ :=
  !![pairing η g p p' m g g, pairing η g p p' m g (fun μ => (p + p') μ • 1);
     pairing η g p p' m (fun μ => (p + p') μ • 1) g,
     pairing η g p p' m (fun μ => (p + p') μ • 1) (fun μ => (p + p') μ • 1)]

/-- Coefficients of `γ` and `P` in the two projectors, with `Q = q²` and `K = P²`. -/
def projCoeff (N D m Q K : ℂ) : Fin 2 → Fin 2 → ℂ :=
  ![![4 / (N * (D - 2) * Q * K ^ 2) * (K ^ 2 / 2), 4 / (N * (D - 2) * Q * K ^ 2) * (-(m * K))],
    ![4 / (N * (D - 2) * Q * K ^ 2) * (-(m * K)),
      4 / (N * (D - 2) * Q * K ^ 2) * ((K + (D - 1) * Q) / 2)]]
```

**Q:** Derive the matrix for me.

**A:** Set $K=P^2$, $Q=q^2$. Expanding on shell gives $K=2(p\cdot p'+m^2)$ and $Q=2(m^2-p\cdot p')$, hence $K+Q=4m^2$.

```lean
variable {η : Fin d → ℂ} {g : Fin d → Matrix n n ℂ} {p p' : Fin d → ℂ} {m : ℂ}

/-- On the mass shell, `P² = 2(p·p' + m²)` and `q² = 2(m² - p·p')`. -/
theorem mass_shell (hp : mdot η p p = m ^ 2) (hp' : mdot η p' p' = m ^ 2) :
    mdot η (p + p') (p + p') = 2 * (mdot η p p' + m ^ 2) ∧
      mdot η (p' - p) (p' - p) = 2 * (m ^ 2 - mdot η p p') := by
  have e1 : mdot η (p + p') (p + p') = mdot η p p + 2 * mdot η p p' + mdot η p' p' := by
    simp only [mdot, Finset.mul_sum, ← Finset.sum_add_distrib]
    exact Finset.sum_congr rfl fun μ _ => by simp only [Pi.add_apply]; ring
  have e2 : mdot η (p' - p) (p' - p) = mdot η p p + (-2) * mdot η p p' + mdot η p' p' := by
    simp only [mdot, Finset.mul_sum, ← Finset.sum_add_distrib]
    exact Finset.sum_congr rfl fun μ _ => by simp only [Pi.sub_apply]; ring
  exact ⟨by linear_combination e1 + hp + hp', by linear_combination e2 + hp + hp'⟩
```

The Clifford relations, summed against components, give $\{\gamma^\mu,\slashed k\}=2k^\mu$ and $\{\slashed p,\slashed k\}=2p\cdot k$.

```lean
/-- The anticommutator of `γ^μ` with `slash k` is `2 k^μ`, and that of `slash p` with
`slash k` is `2 p·k`. -/
theorem slash_anticomm (h : IsClifford η g) (p k : Fin d → ℂ) :
    (∀ μ, g μ * slash η g k + slash η g k * g μ = (2 * k μ) • (1 : Matrix n n ℂ)) ∧
      slash η g p * slash η g k + slash η g k * slash η g p
        = (2 * mdot η p k) • (1 : Matrix n n ℂ) := by
  have h1 : ∀ μ, g μ * slash η g k + slash η g k * g μ = (2 * k μ) • (1 : Matrix n n ℂ) := by
    intro μ
    simp only [slash, Finset.mul_sum, Finset.sum_mul, ← Finset.sum_add_distrib, mul_smul_comm,
      smul_mul_assoc, ← smul_add, h.anti]
    simp only [smul_ite, smul_zero, Finset.sum_ite_eq, Finset.mem_univ, if_true, smul_smul]
    congr 1
    linear_combination 2 * k μ * h.sign μ
  refine ⟨h1, ?_⟩
  have e : slash η g p * slash η g k + slash η g k * slash η g p
      = ∑ μ, (η μ * p μ) • (g μ * slash η g k + slash η g k * g μ) := by
    generalize slash η g k = S
    simp only [slash, Finset.sum_mul, Finset.mul_sum, smul_mul_assoc, mul_smul_comm, smul_add,
      Finset.sum_add_distrib]
  rw [e]
  simp only [h1, smul_smul, ← Finset.sum_smul]
  congr 1
  simp only [mdot, Finset.mul_sum]
  exact Finset.sum_congr rfl fun μ _ => by ring
```

**Q:** In odd dimensions a trace of three gammas may survive. Doesn't that spoil things?

**A:** No: the proof never needs the trace of three different gammas. Only single gammas must be traceless: for $\nu\neq\mu$, anticommutation and cyclicity give
$$\mathrm{tr}(\gamma^\mu\gamma^\nu\gamma^\nu)=-\mathrm{tr}(\gamma^\nu\gamma^\mu\gamma^\nu)=-\mathrm{tr}(\gamma^\mu\gamma^\nu\gamma^\nu),$$
and $(\gamma^\nu)^2=\pm1$. This needs $d\ge2$. Since $\mathrm{tr}(\slashed p\slashed p')=N\,p\cdot p'$, we get $\mathrm{tr}A=Nm$ and $\mathrm{tr}(AB)=N(p\cdot p'+m^2)=NK/2$.

```lean
/-- In `d ≥ 2`, `tr(slash p + m) = N m` and
`tr[(slash p + m)(slash p' + m)] = N (p·p' + m²)`. -/
theorem trace_spinSum (h : IsClifford η g) (hd : 2 ≤ d) (p p' : Fin d → ℂ) (m : ℂ) :
    trace (spinSum η g p m) = Fintype.card n * m ∧
      trace (spinSum η g p m * spinSum η g p' m)
        = Fintype.card n * (mdot η p p' + m ^ 2) := by
  -- a gamma matrix is traceless because another one anticommutes with it
  have tg : ∀ μ, trace (g μ) = 0 := by
    intro μ
    have : Nontrivial (Fin d) := Fin.nontrivial_iff_two_le.mpr hd
    obtain ⟨ν, hν⟩ := exists_ne μ
    have h1 : trace ((g μ * g ν + g ν * g μ) * g ν) = 0 := by
      rw [h.anti, if_neg hν.symm, zero_mul, trace_zero]
    have h2 : trace (g μ * (g ν * g ν + g ν * g ν)) = 2 * η ν * trace (g μ) := by
      rw [h.anti, if_pos rfl, mul_smul_comm, mul_one, trace_smul, smul_eq_mul]
    rw [add_mul, trace_add, ← trace_mul_cycle (g μ) (g ν) (g ν)] at h1
    rw [mul_add, trace_add, ← mul_assoc] at h2
    have h3 := h2.symm.trans h1
    linear_combination (η ν / 2) * h3 - trace (g μ) * h.sign ν
  have ts : ∀ k, trace (slash η g k) = 0 := fun k => by
    simp only [slash, trace_sum, trace_smul, tg, smul_zero, Finset.sum_const_zero]
  have tss : trace (slash η g p * slash η g p') = Fintype.card n * mdot η p p' := by
    have e := congrArg trace (slash_anticomm h p p').2
    rw [trace_add, trace_mul_comm (slash η g p') (slash η g p), trace_smul, trace_one,
      smul_eq_mul] at e
    linear_combination e / 2
  constructor
  · simp only [spinSum, trace_add, ts, trace_smul, trace_one, smul_eq_mul]
    ring
  · simp only [spinSum, add_mul, mul_add, smul_mul_assoc, mul_smul_comm, one_mul, mul_one,
      trace_add, trace_smul, ts, tss, trace_one, smul_eq_mul]
    ring
```

For the mixed entries, $\slashed p^2=m^2$ implies $\slashed pA=mA$, and likewise $B\slashed p'=mB$. Therefore
$$\mathrm{tr}(AB\slashed P)=\mathrm{tr}(\slashed pAB)+\mathrm{tr}(AB\slashed p')=2m\,\mathrm{tr}(AB)=NmK.$$
The other ordering follows by exchanging $p$ and $p'$.

```lean
/-- On the mass shell in `d ≥ 2`, `tr[(slash p + m)(slash p' + m) slash P] = N m P²`. -/
theorem trace_spinSum_slash (h : IsClifford η g) (hd : 2 ≤ d)
    (hp : mdot η p p = m ^ 2) (hp' : mdot η p' p' = m ^ 2) :
    trace (spinSum η g p m * spinSum η g p' m * slash η g (p + p'))
      = Fintype.card n * (m * mdot η (p + p') (p + p')) := by
  have sq : ∀ k, mdot η k k = m ^ 2 → slash η g k * slash η g k = (m ^ 2) • 1 := by
    intro k hk
    have e := (slash_anticomm h k k).2
    rw [hk] at e
    calc slash η g k * slash η g k
        = (1 / 2 : ℂ) • (slash η g k * slash η g k + slash η g k * slash η g k) := by module
      _ = _ := by rw [e]; module
  -- the Dirac equation for the spin sums
  have l : slash η g p * spinSum η g p m = m • spinSum η g p m := by
    rw [spinSum, mul_add, sq p hp, mul_smul_comm, mul_one]; module
  have r : spinSum η g p' m * slash η g p' = m • spinSum η g p' m := by
    rw [spinSum, add_mul, sq p' hp', smul_mul_assoc, one_mul]; module
  have a : slash η g (p + p') = slash η g p + slash η g p' := by
    simp only [slash, Pi.add_apply, mul_add, add_smul, Finset.sum_add_distrib]
  rw [a, mul_add, trace_add, trace_mul_cycle _ _ (slash η g p), l, mul_assoc _ _ (slash η g p'),
    r, smul_mul_assoc, mul_smul_comm, trace_smul, (trace_spinSum h hd p p' m).2,
    (mass_shell hp hp').1, smul_eq_mul]
  ring
```

**Q:** Why is a matrix enough for arbitrary form factors?

**A:** The pairing is bilinear: coefficients $c$ and $F$ give $c^{T}GF$.

```lean
/-- The pairing of two vertices is the bilinear form of the Gram matrix in their
coefficients. -/
theorem pairing_vertex (c F : Fin 2 → ℂ) :
    pairing η g p p' m (vertex g (p + p') c) (vertex g (p + p') F)
      = c ⬝ᵥ gram η g p p' m *ᵥ F := by
  simp only [gram, dotProduct, mulVec, Fin.sum_univ_two, of_apply, cons_val_zero, cons_val_one]
  simp only [pairing, Finset.mul_sum, Finset.sum_mul, ← Finset.sum_add_distrib]
  refine Finset.sum_congr rfl fun μ _ => ?_
  simp only [vertex, mul_add, add_mul, smul_mul_assoc, mul_smul_comm, mul_one, trace_add,
    trace_smul, smul_eq_mul]
  ring
```

The $PP$ entry is $K\,\mathrm{tr}(AB)=NK^2/2$. For $\gamma\gamma$, moving one gamma through $B$ gives $\gamma_\mu B\gamma^\mu=2\slashed p'+d(m-\slashed p')$. With $\mathrm{tr}(A\slashed p')=N\,p\cdot p'$, the entry is
$$N[2p\cdot p'+d(m^2-p\cdot p')]=\tfrac N2[K+(d-1)Q].$$
In `gram_eq`, `c` is this step for a single $\mu$, before one index is lowered and the sum is taken.

```lean
/-- The four traces on the mass shell in `d ≥ 2`, expressed through `P²`, `q²`, `m`, `d` and `N`. -/
theorem gram_eq (h : IsClifford η g) (hd : 2 ≤ d)
    (hp : mdot η p p = m ^ 2) (hp' : mdot η p' p' = m ^ 2) :
    gram η g p p' m = !![
      Fintype.card n * ((mdot η (p + p') (p + p') + (d - 1) * mdot η (p' - p) (p' - p)) / 2),
      Fintype.card n * (m * mdot η (p + p') (p + p'));
      Fintype.card n * (m * mdot η (p + p') (p + p')),
      Fintype.card n * (mdot η (p + p') (p + p') ^ 2 / 2)] := by
  obtain ⟨hK, hQ⟩ := mass_shell hp hp'
  obtain ⟨tA, tAB⟩ := trace_spinSum h hd p p' m
  have key : ∀ (M : Matrix n n ℂ) (k : Fin d → ℂ),
      ∑ μ, η μ * k μ * trace (M * g μ) = trace (M * slash η g k) := fun M k => by
    simp only [slash, Finset.mul_sum, mul_smul_comm, trace_sum, trace_smul, smul_eq_mul]
  have h00 : pairing η g p p' m g g = Fintype.card n *
      ((mdot η (p + p') (p + p') + (d - 1) * mdot η (p' - p) (p' - p)) / 2) := by
    -- move one gamma matrix through the spin sum to meet the other
    have c : ∀ μ, g μ * spinSum η g p' m * g μ
        = (2 * p' μ) • g μ + η μ • ((2 * m) • (1 : Matrix n n ℂ) - spinSum η g p' m) := by
      intro μ
      have e1 := eq_sub_of_add_eq ((slash_anticomm h p p').1 μ)
      have e2 : g μ * g μ = η μ • (1 : Matrix n n ℂ) := by
        have e := h.anti μ μ
        rw [if_pos rfl] at e
        calc g μ * g μ = (1 / 2 : ℂ) • (g μ * g μ + g μ * g μ) := by module
          _ = _ := by rw [e]; module
      simp only [spinSum, mul_add, add_mul, sub_mul, e1, smul_mul_assoc, mul_smul_comm, one_mul,
        mul_one, mul_assoc, e2]
      module
    have tS : trace (spinSum η g p m * slash η g p')
        = trace (spinSum η g p m * spinSum η g p' m) - m * trace (spinSum η g p m) := by
      rw [spinSum.eq_1 η g p' m, mul_add, trace_add, mul_smul_comm, mul_one, trace_smul,
        smul_eq_mul]
      ring
    have s : pairing η g p p' m g g = ∑ μ, (2 * (η μ * p' μ * trace (spinSum η g p m * g μ))
        + (2 * m * trace (spinSum η g p m) - trace (spinSum η g p m * spinSum η g p' m))) := by
      refine Finset.sum_congr rfl fun μ _ => ?_
      rw [mul_assoc (spinSum η g p m), mul_assoc (spinSum η g p m), c]
      simp only [mul_add, mul_sub, mul_smul_comm, mul_one, trace_add, trace_sub, trace_smul,
        smul_eq_mul]
      linear_combination (2 * m * trace (spinSum η g p m)
        - trace (spinSum η g p m * spinSum η g p' m)) * h.sign μ
    rw [s, Finset.sum_add_distrib, ← Finset.mul_sum, key, tS, tA, tAB, Finset.sum_const,
      Finset.card_univ, Fintype.card_fin, nsmul_eq_mul, hK, hQ]
    ring
  have h01 : pairing η g p p' m g (fun μ => (p + p') μ • 1)
      = Fintype.card n * (m * mdot η (p + p') (p + p')) := by
    have e := trace_spinSum_slash h hd hp' hp
    rw [add_comm p' p, ← key] at e
    rw [← e]
    refine Finset.sum_congr rfl fun μ _ => ?_
    rw [mul_smul_comm, mul_one, trace_smul, trace_mul_cycle, smul_eq_mul]
    ring
  have h10 : pairing η g p p' m (fun μ => (p + p') μ • 1) g
      = Fintype.card n * (m * mdot η (p + p') (p + p')) := by
    rw [← trace_spinSum_slash h hd hp hp', ← key]
    refine Finset.sum_congr rfl fun μ _ => ?_
    simp only [mul_smul_comm, mul_one, smul_mul_assoc, trace_smul, smul_eq_mul]
    ring
  have h11 : pairing η g p p' m (fun μ => (p + p') μ • 1) (fun μ => (p + p') μ • 1)
      = Fintype.card n * (mdot η (p + p') (p + p') ^ 2 / 2) := by
    have e : pairing η g p p' m (fun μ => (p + p') μ • 1) (fun μ => (p + p') μ • 1)
        = mdot η (p + p') (p + p') * trace (spinSum η g p m * spinSum η g p' m) := by
      rw [mdot, Finset.sum_mul]
      refine Finset.sum_congr rfl fun μ _ => ?_
      simp only [mul_smul_comm, mul_one, smul_mul_assoc, trace_smul, smul_eq_mul]
      ring
    rw [e, tAB, hK]
    ring
  rw [gram, h00, h01, h10, h11]
```

The determinant is then
$$\tfrac{N^2K^2}{4}[K+(d-1)Q-4m^2]=\tfrac{N^2}{4}(d-2)QK^2.$$

```lean
/-- On the mass shell in `d ≥ 2`, the Gram determinant of the structures `γ^μ` and `P^μ` is `N² (d -
2) q² (P²)² / 4`. -/
theorem gram_det (h : IsClifford η g) (hd : 2 ≤ d)
    (hp : mdot η p p = m ^ 2) (hp' : mdot η p' p' = m ^ 2) :
    (gram η g p p' m).det = (Fintype.card n : ℂ) ^ 2 * (d - 2) * mdot η (p' - p) (p' - p)
      * mdot η (p + p') (p + p') ^ 2 / 4 := by
  obtain ⟨hK, hQ⟩ := mass_shell hp hp'
  rw [gram_eq h hd hp hp', det_fin_two_of, hK, hQ]
  ring
```

**Q:** And the projectors?

**A:** They are the rows of $G^{-1}$, with $u=4/[N(d-2)QK^2]$:
$$c_0=u\left(\tfrac{K^2}{2},-mK\right),\qquad c_1=u\left(-mK,\tfrac{K+(d-1)Q}{2}\right).$$
The proof multiplies out $c_i^TGF$, using `hM` for $4m^2=K+Q$ and `hu` to cancel the denominator.

```lean
/-- On the mass shell, for `d > 2` and nonzero `q²` and `P²`, the projectors with coefficients
`projCoeff` extract the two form factors of any vertex `F₀ γ^μ + F₁ P^μ`. -/
theorem projCoeff_extracts [Nonempty n] (h : IsClifford η g) (hd : 2 < d)
    (hp : mdot η p p = m ^ 2) (hp' : mdot η p' p' = m ^ 2)
    (hq : mdot η (p' - p) (p' - p) ≠ 0) (hP : mdot η (p + p') (p + p') ≠ 0)
    (F : Fin 2 → ℂ) (i : Fin 2) :
    pairing η g p p' m (vertex g (p + p') (projCoeff (Fintype.card n) d m
      (mdot η (p' - p) (p' - p)) (mdot η (p + p') (p + p')) i)) (vertex g (p + p') F) = F i := by
  obtain ⟨hK, hQ⟩ := mass_shell hp hp'
  have hM : 4 * m ^ 2 = mdot η (p + p') (p + p') + mdot η (p' - p) (p' - p) := by
    linear_combination -hK - hQ
  rw [pairing_vertex, gram_eq h hd.le hp hp']
  clear hK hQ
  generalize mdot η (p + p') (p + p') = K at *
  generalize mdot η (p' - p) (p' - p) = Q at *
  have hN : (Fintype.card n : ℂ) ≠ 0 := Nat.cast_ne_zero.mpr Fintype.card_ne_zero
  have hD : (d : ℂ) - 2 ≠ 0 := sub_ne_zero.mpr (by exact_mod_cast hd.ne')
  generalize (Fintype.card n : ℂ) = N at *
  have hu : 4 / (N * ((d : ℂ) - 2) * Q * K ^ 2) * (N * ((d : ℂ) - 2) * Q * K ^ 2) = 4 :=
    div_mul_cancel₀ _ (mul_ne_zero (mul_ne_zero (mul_ne_zero hN hD) hq) (pow_ne_zero 2 hP))
  unfold projCoeff
  generalize 4 / (N * ((d : ℂ) - 2) * Q * K ^ 2) = u at *
  revert i
  rw [Fin.forall_fin_two]
  simp only [dotProduct, mulVec, Fin.sum_univ_two, of_apply, cons_val_zero, cons_val_one]
  constructor
  · linear_combination F 0 / 4 * hu - u * N * K ^ 2 * F 0 / 4 * hM
  · linear_combination F 1 / 4 * hu - u * N * K ^ 2 * F 1 / 4 * hM
```

**Q:** Could cleverer coefficients rescue a singular case?

**A:** Not within combinations of $\gamma$ and $P$. The statement asks for one `C` that works for all `F`, and assumes $N>0$. If $\det G=0$, some nonzero $v$ has $Gv=0$; every projector returns zero on it, though it should return $v_i$.

At $d=2$, for instance, $K\gamma^\mu-2mP^\mu$ pairs to zero with both structures.

```lean
/-- On the mass shell in `d ≥ 2`, combinations of `γ` and `P` whose trace pairings extract both form
factors exist exactly when `d > 2`, `q² ≠ 0` and `P² ≠ 0`. -/
theorem projectors_exist_iff [Nonempty n] (h : IsClifford η g) (hd : 2 ≤ d)
    (hp : mdot η p p = m ^ 2) (hp' : mdot η p' p' = m ^ 2) :
    (∃ C : Fin 2 → Fin 2 → ℂ, ∀ F i,
      pairing η g p p' m (vertex g (p + p') (C i)) (vertex g (p + p') F) = F i) ↔
    2 < d ∧ mdot η (p' - p) (p' - p) ≠ 0 ∧ mdot η (p + p') (p + p') ≠ 0 := by
  constructor
  · rintro ⟨C, hC⟩
    -- a null vector of the Gram matrix would be invisible to every projector
    have hdet : (gram η g p p' m).det ≠ 0 := by
      intro h0
      obtain ⟨v, hv, hG⟩ := Matrix.exists_mulVec_eq_zero_iff.mpr h0
      apply hv
      funext i
      have e := hC v i
      rw [pairing_vertex, hG, dotProduct_zero] at e
      exact e.symm
    rw [gram_det h hd hp hp'] at hdet
    refine ⟨?_, fun hq => hdet (by rw [hq]; ring), fun hP => hdet (by rw [hP]; ring)⟩
    by_contra hlt
    have e : d = 2 := by omega
    have e' : (d : ℂ) = 2 := by exact_mod_cast e
    exact hdet (by rw [e']; ring)
  · rintro ⟨h2, hq, hP⟩
    exact ⟨_, fun F i => projCoeff_extracts h h2 hp hp' hq hP F i⟩
```

**Q:** My magnetic moment lives at $q^2=0$, and I regulate dimensionally.

**A:** At $q^2=0$ these projectors are singular. One way round this is to extract at $q^2\ne0$ and take the limit afterwards. Here $d$ is an integer; continuing the formulas to $d=4-2\epsilon$ is a further step, as is the loop integral itself.

The same argument handles the pair $\gamma^\mu$, $\gamma^\mu-P^\mu/(2m)$ for $m\neq0$: the change of basis multiplies the determinant by $1/(4m^2)$.

**Q:** Is there a real kinematic point satisfying all this?

**A:** Yes, in 2+1 dimensions with $N=2$: mass 4 and momenta $(5,3,0)$, $(5,-3,0)$ give spacelike $q^2=-36$ and $P^2=100$. The proof checks the components.

```lean
/-- In 2+1 dimensions, explicit 2 by 2 Clifford matrices and the momenta `(5, 3, 0)` and
`(5, -3, 0)` of mass 4 have `q² = -36` and `P² = 100`. -/
theorem projectors_witness :
    IsClifford ![1, -1, -1]
      ![!![1, 0; 0, -1], !![0, Complex.I; Complex.I, 0], !![0, 1; -1, 0]] ∧
    mdot ![1, -1, -1] ![5, 3, 0] ![5, 3, 0] = 4 ^ 2 ∧
    mdot ![1, -1, -1] ![5, -3, 0] ![5, -3, 0] = 4 ^ 2 ∧
    mdot ![1, -1, -1] (![5, -3, 0] - ![5, 3, 0]) (![5, -3, 0] - ![5, 3, 0]) = -36 ∧
    mdot ![1, -1, -1] (![5, 3, 0] + ![5, -3, 0]) (![5, 3, 0] + ![5, -3, 0]) = 100 := by
  refine ⟨⟨?_, ?_⟩, ?_, ?_, ?_, ?_⟩
  · intro μ
    fin_cases μ <;> simp
  · intro μ ν
    fin_cases μ <;> fin_cases ν <;> ext i j <;> fin_cases i <;> fin_cases j <;>
      simp <;> norm_num
  all_goals
    simp only [mdot, Fin.sum_univ_three, Pi.add_apply, Pi.sub_apply]
    simp
    norm_num

end

end FormFactorProjectors
```

```lean
#print axioms FormFactorProjectors.projectors_exist_iff
```

```
'FormFactorProjectors.projectors_exist_iff' depends on axioms: [propext, Classical.choice, Quot.sound]
```
